# The energy derivative of a rigid augmentation charge in a linear potential is the potential's slope times the charge

When an atom described by an ultrasoft pseudopotential moves through a potential, its augmentation charge moves with it, and this motion contributes to the force. The model takes that charge to be a rigid shape $Q(x-R)$ carried by an atom at $R$, with $Q$ real, continuous and compactly supported, but not necessarily differentiable. The potential $V$ is prescribed and does not respond to the atom.

```lean
import Mathlib

open MeasureTheory
open scoped InnerProductSpace Pointwise

namespace UltrasoftAugmentationForce

noncomputable section
```

The energy is $E(R)=\int V(x)\,Q(x-R)\,dx$, where $V$ is potential energy per unit of $Q$. The definition accepts any function in the place of $V$, so `couplingEnergy V' Q R` below is an energy derivative, despite its name.

```lean
/-- Energy of a charge distribution `Q`, carried rigidly by an atom at `R`, in the
potential `V` on the line. -/
def couplingEnergy (V Q : ℝ → ℝ) (R : ℝ) : ℝ := ∫ x, V x * Q (x - R)
```

An ultrasoft atom has several augmentation functions $Q_{ij}$, weighted by occupations $c_{ij}$, here real:
$$n(x)=\sum_{ij}c_{ij}\,Q_{ij}(x-R).$$
The finite type `ι` labels the projectors.

```lean
/-- Augmentation density at `x` of an atom at `R`, with occupations `c i j` and
augmentation functions `Q i j`. -/
def augDensity {ι : Type*} [Fintype ι] (c : ι → ι → ℝ) (Q : ι → ι → ℝ → ℝ)
    (R x : ℝ) : ℝ := ∑ i, ∑ j, c i j * Q i j (x - R)
```

## Moving the atom through a smooth potential

Substituting $y=x-R$ turns the integrand into $V(y+R)Q(y)$. This is continuous with compact support, hence integrable, and shifting back preserves integrability.

```lean
/-- A continuous potential times a displaced, continuous, compactly supported charge
distribution is integrable. -/
theorem integrable_coupling {V Q : ℝ → ℝ} (hV : Continuous V) (hQ : Continuous Q)
    (hQc : HasCompactSupport Q) (R : ℝ) : Integrable (fun x => V x * Q (x - R)) := by
  have hc : Continuous (fun y => V (y + R) * Q y) := by fun_prop
  have h : Integrable (fun y => V (y + R) * Q y) :=
    hc.integrable_of_hasCompactSupport hQc.mul_left
  simpa only [sub_add_cancel] using h.comp_sub_right R
```

The same substitution gives $E(S)=\int V(y+S)Q(y)\,dy$, so the position now appears only in $V$. Let $K$ be the support of $Q$. For $|S-R|<1$ and $y\in K$, the point $y+S$ lies in the compact set $K+[R-1,R+1]$, on which the continuous function $V'$ satisfies $|V'|\le C$. Thus $|V'(y+S)Q(y)|\le C|Q(y)|$, an integrable bound independent of $S$. Differentiation under the integral gives
$$E'(R)=\int V'(y+R)Q(y)\,dy=\int V'(x)Q(x-R)\,dx.$$
In Lean, `HasDerivAt` states both differentiability at a point and the value of the derivative. The substitution is `shift`, the bound is `hC`, and `key` applies the differentiation theorem.

```lean
/-- For a potential with continuous derivative `V'` and a continuous, compactly supported
charge `Q`, the derivative of the energy with respect to the atomic position is the
integral of `V'` against the displaced charge. -/
theorem hasDerivAt_couplingEnergy {V V' Q : ℝ → ℝ} (hV : ∀ x, HasDerivAt V (V' x) x)
    (hV' : Continuous V') (hQ : Continuous Q) (hQc : HasCompactSupport Q) (R : ℝ) :
    HasDerivAt (couplingEnergy V Q) (couplingEnergy V' Q R) R := by
  have hVc : Continuous V := continuous_iff_continuousAt.2 fun x => (hV x).continuousAt
  -- translation moves the dependence on the position from the charge to the potential
  have shift : ∀ (W : ℝ → ℝ) (S : ℝ), couplingEnergy W Q S = ∫ y, W (y + S) * Q y := by
    intro W S
    have h := integral_sub_right_eq_self (μ := volume) (fun y => W (y + S) * Q y) S
    simpa only [couplingEnergy, sub_add_cancel] using h
  -- the derivative `V'` is bounded on the region swept by the charge
  obtain ⟨C, hC⟩ := (hQc.isCompact.add
    (isCompact_closedBall R 1)).exists_bound_of_continuousOn hV'.continuousOn
  have hm : ∀ W : ℝ → ℝ, Continuous W → ∀ S : ℝ,
      Continuous (fun y => W (y + S) * Q y) := by
    intro W hW S
    fun_prop
  have key := hasDerivAt_integral_of_dominated_loc_of_deriv_le (μ := volume)
    (F := fun S y => V (y + S) * Q y) (F' := fun S y => V' (y + S) * Q y)
    (bound := fun y => C * ‖Q y‖) (x₀ := R) (Metric.ball_mem_nhds R one_pos)
    (Filter.Eventually.of_forall fun S => (hm V hVc S).aestronglyMeasurable)
    ((hm V hVc R).integrable_of_hasCompactSupport hQc.mul_left)
    (hm V' hV' R).aestronglyMeasurable
    (Filter.Eventually.of_forall fun y S hS => by
      by_cases hy : y ∈ tsupport Q
      · rw [norm_mul]
        exact mul_le_mul_of_nonneg_right
          (hC _ (Set.add_mem_add hy (Metric.ball_subset_closedBall hS))) (norm_nonneg _)
      · simp [image_eq_zero_of_notMem_tsupport hy])
    ((hQ.integrable_of_hasCompactSupport hQc).norm.const_mul C)
    (Filter.Eventually.of_forall fun y S _ =>
      ((hV (y + S)).comp_const_add y S).mul_const (Q y))
  rw [shift V' R, funext (shift V)]
  exact key.2
```

For $V(x)=Fx$ we have $V'=F$, and translation leaves the total charge unchanged, so $E'(R)=F\int Q$. Here $F$ is the slope of the potential, not a force; the force is $-F\int Q$.

```lean
/-- In the linear potential `F x`, the energy of a continuous, compactly supported charge
has derivative `F` times the total charge with respect to the atomic position. -/
theorem hasDerivAt_uniform_field (F : ℝ) {Q : ℝ → ℝ} (hQ : Continuous Q)
    (hQc : HasCompactSupport Q) (R : ℝ) :
    HasDerivAt (fun S => ∫ x, F * x * Q (x - S)) (F * ∫ x, Q x) R := by
  have h := hasDerivAt_couplingEnergy (V := fun x => F * x) (V' := fun _ => F)
    (fun x => by simpa using (hasDerivAt_id' x).const_mul F) continuous_const hQ hQc R
  have e : couplingEnergy (fun _ => F) Q R = F * ∫ x, Q x := by
    unfold couplingEnergy
    rw [integral_const_mul, integral_sub_right_eq_self Q R]
  rw [e] at h
  exact h
```

## Recovering the explicit $dQ/dR$ term

If $Q$ is continuously differentiable, then $\partial_R Q(x-R)=-Q'(x-R)$. The product $V(x)Q(x-R)$ vanishes far away, so
$$0=\int\frac{d}{dx}\bigl[V(x)Q(x-R)\bigr]dx=\int V'(x)Q(x-R)\,dx+\int V(x)Q'(x-R)\,dx.$$
Hence $-\int V(x)Q'(x-R)\,dx=E'(R)$. Omitting $dQ/dR$ in a uniform field therefore loses a force of magnitude $|F\int Q|$. The vanishing integral is `h0`; `i1` and `i2` allow it to be split.

```lean
/-- If the compactly supported charge `Q` and the potential `V` have continuous derivatives,
the explicit term containing the position derivative `-Q'(x - R)` of the displaced charge
equals the integral of `V'` against that charge. -/
theorem explicit_charge_derivative {V V' Q Q' : ℝ → ℝ}
    (hV : ∀ x, HasDerivAt V (V' x) x) (hV' : Continuous V')
    (hQ : ∀ x, HasDerivAt Q (Q' x) x) (hQ' : Continuous Q')
    (hQc : HasCompactSupport Q) (R : ℝ) :
    ∫ x, V x * (-Q' (x - R)) = couplingEnergy V' Q R := by
  have hVc : Continuous V := continuous_iff_continuousAt.2 fun x => (hV x).continuousAt
  have hQcont : Continuous Q := continuous_iff_continuousAt.2 fun x => (hQ x).continuousAt
  have hQc' : HasCompactSupport Q' := by
    have e : Q' = deriv Q := funext fun x => (hQ x).deriv.symm
    rw [e]
    exact hQc.deriv
  have i1 := integrable_coupling hV' hQcont hQc R
  have i2 := integrable_coupling hVc hQ' hQc' R
  -- the integral of a total derivative vanishes
  have h0 := integral_eq_zero_of_hasDerivAt_of_integrable
    (fun x => (hV x).fun_mul ((hQ (x - R)).comp_sub_const x R)) (i1.add i2)
    (integrable_coupling hVc hQcont hQc R)
  rw [integral_add i1 i2] at h0
  simp only [mul_neg, integral_neg]
  unfold couplingEnergy
  linarith
```

## Occupations that respond to the motion

Write $E_{ij}(R)=\int V(x)Q_{ij}(x-R)\,dx$. The sums are finite and each term is integrable, so
$$\int V(x)n(x)\,dx=\sum_{ij}c_{ij}E_{ij}(R).$$

```lean
/-- The energy of the augmentation density in a continuous potential is the sum of the
occupations times the energies of the continuous, compactly supported `Q i j`. -/
theorem energy_augDensity {ι : Type*} [Fintype ι] {V : ℝ → ℝ} (hV : Continuous V)
    (c : ι → ι → ℝ) {Q : ι → ι → ℝ → ℝ} (hQ : ∀ i j, Continuous (Q i j))
    (hQc : ∀ i j, HasCompactSupport (Q i j)) (R : ℝ) :
    ∫ x, V x * augDensity c Q R x = ∑ i, ∑ j, c i j * couplingEnergy V (Q i j) R := by
  have e : ∀ i j, (fun x => V x * (c i j * Q i j (x - R))) =
      fun x => c i j * (V x * Q i j (x - R)) := by
    intro i j
    funext x
    ring
  have h : ∀ i j, Integrable (fun x => V x * (c i j * Q i j (x - R))) := by
    intro i j
    rw [e i j]
    exact (integrable_coupling hV (hQ i j) (hQc i j) R).const_mul (c i j)
  simp only [augDensity, Finset.mul_sum]
  rw [integral_finsetSum _ fun i _ => integrable_finsetSum _ fun j _ => h i j]
  refine Finset.sum_congr rfl fun i _ => ?_
  rw [integral_finsetSum _ fun j _ => h i j]
  refine Finset.sum_congr rfl fun j _ => ?_
  rw [e i j, integral_const_mul]
  rfl
```

Now let the occupations $\rho_{ij}(S)$ depend on the position $S$, with derivatives $\rho'_{ij}$ at $R$. For $V=Fx$, the product rule gives
$$\frac{d}{dS}\sum_{ij}\rho_{ij}(S)E_{ij}(S)\Big|_{S=R}=\sum_{ij}\rho'_{ij}E_{ij}(R)+F\sum_{ij}\rho_{ij}(R)\int Q_{ij}.$$
The first term is the response of the occupations; the second is $F$ times the total augmentation charge. Differentiability of the occupations is the hypothesis `hρ`; it is not derived from the Kohn–Sham equations. In an ultrasoft calculation the occupations are built from overlaps of the orbitals with projectors centred on the atom, so they change both because the projectors move and because the orbitals respond. The first term contains both effects. In the proof, `hq` expands the total charge and `fun_mul` is the product rule.

```lean
/-- In the linear potential `F x`, with differentiable occupations and continuous, compactly
supported augmentation functions, the derivative of the augmentation energy is the
occupation-response term plus `F` times the total augmentation charge. -/
theorem total_derivative_uniform_field {ι : Type*} [Fintype ι] (F R : ℝ)
    {ρ : ℝ → ι → ι → ℝ} {ρ' : ι → ι → ℝ} {Q : ι → ι → ℝ → ℝ}
    (hρ : ∀ i j, HasDerivAt (fun S => ρ S i j) (ρ' i j) R)
    (hQ : ∀ i j, Continuous (Q i j)) (hQc : ∀ i j, HasCompactSupport (Q i j)) :
    HasDerivAt (fun S => ∫ x, F * x * augDensity (ρ S) Q S x)
      ((∫ x, F * x * augDensity ρ' Q R x) + F * ∫ x, augDensity (ρ R) Q R x) R := by
  have hV : Continuous (fun x : ℝ => F * x) := by fun_prop
  have hq : F * ∫ x, augDensity (ρ R) Q R x =
      ∑ i, ∑ j, ρ R i j * (F * ∫ x, Q i j x) := by
    rw [← integral_const_mul, energy_augDensity (V := fun _ => F) continuous_const _ hQ hQc]
    simp only [couplingEnergy, integral_const_mul, integral_sub_right_eq_self]
  rw [hq, energy_augDensity hV ρ' hQ hQc R,
    funext fun S => energy_augDensity hV (ρ S) hQ hQc S]
  simp only [← Finset.sum_add_distrib]
  -- product rule: occupations respond, and augmentation functions move
  exact HasDerivAt.fun_sum fun i _ => HasDerivAt.fun_sum fun j _ =>
    (hρ i j).fun_mul (hasDerivAt_uniform_field F (hQ i j) (hQc i j) R)
```

## Three dimensions

For a vector $\mathbf F$ and potential $\mathbf F\cdot\mathbf x$, the substitution gives
$$E(\mathbf S)=\Bigl(\int Q\Bigr)\mathbf F\cdot\mathbf S+\int(\mathbf F\cdot\mathbf y)\,Q(\mathbf y)\,d\mathbf y.$$
The last integral is constant, so the gradient is $(\int Q)\,\mathbf F$. The identity `e` records this affine form, and `HasGradientAt` states its gradient.

```lean
/-- In three dimensions, the energy of a continuous, compactly supported charge in the
potential `F · x` has gradient total charge times `F` with respect to the atomic position. -/
theorem hasGradientAt_uniform_field (F R : EuclideanSpace ℝ (Fin 3))
    {Q : EuclideanSpace ℝ (Fin 3) → ℝ} (hQ : Continuous Q) (hQc : HasCompactSupport Q) :
    HasGradientAt (fun S => ∫ x, ⟪F, x⟫_ℝ * Q (x - S)) ((∫ x, Q x) • F) R := by
  have hc : Continuous (fun y => ⟪F, y⟫_ℝ * Q y) := by fun_prop
  have i1 : Integrable (fun y => ⟪F, y⟫_ℝ * Q y) :=
    hc.integrable_of_hasCompactSupport hQc.mul_left
  have i2 := hQ.integrable_of_hasCompactSupport (μ := volume) hQc
  -- the energy is affine in the position: monopole term plus a constant dipole term
  have e : (fun S => ∫ x, ⟪F, x⟫_ℝ * Q (x - S)) =
      fun S => innerSL ℝ ((∫ x, Q x) • F) S + ∫ y, ⟪F, y⟫_ℝ * Q y := by
    funext S
    have h := integral_sub_right_eq_self (μ := volume) (fun y => ⟪F, y + S⟫_ℝ * Q y) S
    simp only [sub_add_cancel] at h
    rw [h]
    simp only [inner_add_right, add_mul]
    rw [integral_add i1 (i2.const_mul _), integral_const_mul, innerSL_apply_apply,
      real_inner_smul_left]
    ring
  rw [e, hasGradientAt_iff_hasFDerivAt]
  exact (innerSL ℝ ((∫ x, Q x) • F)).hasFDerivAt.add_const _

end

end UltrasoftAugmentationForce
```

```lean
#print axioms UltrasoftAugmentationForce.explicit_charge_derivative
-- 'UltrasoftAugmentationForce.explicit_charge_derivative' depends on axioms: [propext, Classical.choice, Quot.sound]
#print axioms UltrasoftAugmentationForce.total_derivative_uniform_field
-- 'UltrasoftAugmentationForce.total_derivative_uniform_field' depends on axioms: [propext, Classical.choice, Quot.sound]
#print axioms UltrasoftAugmentationForce.hasGradientAt_uniform_field
-- 'UltrasoftAugmentationForce.hasGradientAt_uniform_field' depends on axioms: [propext, Classical.choice, Quot.sound]
```

## The term in a plane-wave calculation

In a periodic cell of volume $\Omega$, write a periodic function as $f(\mathbf x)=\sum_{\mathbf G}\hat f(\mathbf G)\,e^{i\mathbf G\cdot\mathbf x}$, where $\mathbf G$ runs over the reciprocal lattice vectors. Here $V$ is periodic, which excludes the linear potential above, and $Q_{ij}$ stands for the sum of its periodic images. Displacing $Q_{ij}$ by $\mathbf R$ multiplies its Fourier coefficients by $e^{-i\mathbf G\cdot\mathbf R}$, and differentiating with respect to $\mathbf R$ brings down $-i\mathbf G$. At fixed occupations, the contribution to the energy gradient is
$$\Omega\sum_{\mathbf G}\hat V(\mathbf G)^*(-i\mathbf G)\,e^{-i\mathbf G\cdot\mathbf R}\sum_{ij}\rho_{ij}\hat Q_{ij}(\mathbf G).$$
The force takes the opposite sign. In electronic-structure practice $V$ is the self-consistent effective potential, which itself changes as the atom moves; passing to it from the prescribed $V$ used here requires a separate variational argument.
